# Transitionless driving: with $i[P',P]$ added, a Hermitian matrix $H(t)$ that commutes with $P(t)$ carries the level along

Q: When a Hamiltonian changes at finite speed, a state that starts in one of its levels generally leaks into others. Transitionless driving adds a term that stops the leak. You describe the level by an orthogonal projection $P(t)$ on $\mathbb{C}^n$, not by an eigenvector. What does that choice lose?

A: It leaves open the phase of the state and, for a degenerate level, the motion inside it. In return, no phase or basis has to be chosen, and the level may have any rank. Operators are complex matrices, and a time derivative is taken entry by entry. `eq_initial` says that a matrix path with zero derivative at all times stays at its initial value.

```lean
import Mathlib

open Matrix
open Complex (I cos sin exp)

namespace TransitionlessDriving

noncomputable section

variable {n : Type*}

/-- The matrix path `A` has the derivative `A'` at time `t`, entry by entry. -/
def HasMatrixDerivAt (A : ℝ → Matrix n n ℂ) (A' : Matrix n n ℂ) (t : ℝ) : Prop :=
  ∀ i j, HasDerivAt (fun s => A s i j) (A' i j) t

/-- A matrix path whose derivative vanishes at all times keeps its initial value. -/
theorem eq_initial {A : ℝ → Matrix n n ℂ} (h : ∀ t, HasMatrixDerivAt A 0 t) (t : ℝ) :
    A t = A 0 := by
  ext i j
  exact is_const_of_deriv_eq_zero (f := fun s => A s i j)
    (fun s => (h s i j).differentiableAt) (fun s => (h s i j).deriv) t 0
```

Q: Is `P'` really the derivative of `P`, or just a second function with a suggestive name?

A: To Lean it is a name. The field `deriv` makes it the derivative, while `hermitian` and `idem` state $P^\dagger=P$ and $P^2=P$; Lean writes the adjoint as `ᴴ`. From here on the index type `n` is finite.

```lean
variable [Fintype n]

/-- A differentiable path of orthogonal projections `P` with velocity `P'`. -/
structure IsProjectionPath (P P' : ℝ → Matrix n n ℂ) : Prop where
  hermitian : ∀ t, (P t)ᴴ = P t
  idem : ∀ t, P t * P t = P t
  deriv : ∀ t, HasMatrixDerivAt P (P' t) t
```

Q: And the added term?

A: With $\hbar=1$ it is $C=i[P',P]=i(P'P-PP')$. In the code, `I` is the imaginary unit and the identity matrix is `1`.

```lean
/-- The counterdiabatic term `i[P', P]` for a projection `P` with velocity `P'`. -/
def counterdiabatic (P P' : Matrix n n ℂ) : Matrix n n ℂ :=
  I • (P' * P - P * P')
```

Q: Why should that commutator be a legitimate Hamiltonian, and what does it do to the level?

A: Differentiate the two properties of $P$. From $P^\dagger=P$ we get $P'^\dagger=P'$, and from $P^2=P$ we get
$$P'P+PP'=P'.$$
Multiplying this from the left by $P$ gives $PP'P+PP'=PP'$, so $PP'P=0$. Then
$$C^\dagger=-i(PP'-P'P)=C,$$
$$[C,P]=i(P'P-2PP'P+PP')=iP'.$$
So $C$ is Hermitian, and its commutator with $P$ gives the velocity of the level.

The first lemma below is the product rule with the order of factors kept. `velocity` differentiates both sides of each identity and uses uniqueness of the derivative. In `counterdiabatic_spec`, `h0` is the step $PP'P=0$, and the `calc` block is the last line above.

```lean
/-- The product rule for matrix paths, with the order of the factors kept. -/
theorem HasMatrixDerivAt.mul {A B : ℝ → Matrix n n ℂ} {A' B' : Matrix n n ℂ} {t : ℝ}
    (hA : HasMatrixDerivAt A A' t) (hB : HasMatrixDerivAt B B' t) :
    HasMatrixDerivAt (fun s => A s * B s) (A' * B t + A t * B') t := by
  intro i j
  have h := HasDerivAt.fun_sum (u := Finset.univ)
    (fun k _ => (hA i k).fun_mul (hB k j))
  simpa only [Matrix.mul_apply, Matrix.add_apply, Finset.sum_add_distrib] using h

/-- The velocity of a path of orthogonal projections is Hermitian and satisfies
`P'P + PP' = P'`. -/
theorem velocity {P P' : ℝ → Matrix n n ℂ} (hP : IsProjectionPath P P') (t : ℝ) :
    (P' t)ᴴ = P' t ∧ P' t * P t + P t * P' t = P' t := by
  constructor <;> ext i j
  · have h : HasDerivAt (fun s => (P s)ᴴ i j) ((P' t)ᴴ i j) t := (hP.deriv t j i).star
    simp only [hP.hermitian] at h
    exact h.unique (hP.deriv t i j)
  · have h := (hP.deriv t).mul (hP.deriv t) i j
    simp only [hP.idem] at h
    exact h.unique (hP.deriv t i j)

/-- Along a path of orthogonal projections the counterdiabatic term `C` is Hermitian, and its
commutator with the projection gives the velocity: `[C, P] = i P'`. -/
theorem counterdiabatic_spec {P P' : ℝ → Matrix n n ℂ} (hP : IsProjectionPath P P') (t : ℝ) :
    (counterdiabatic (P t) (P' t))ᴴ = counterdiabatic (P t) (P' t) ∧
    counterdiabatic (P t) (P' t) * P t - P t * counterdiabatic (P t) (P' t) = I • P' t := by
  obtain ⟨hv, hs⟩ := velocity hP t
  constructor
  · rw [counterdiabatic, conjTranspose_smul, conjTranspose_sub, conjTranspose_mul,
      conjTranspose_mul, hP.hermitian, hv, show star I = -I from Complex.conj_I,
      neg_smul, ← smul_neg, neg_sub]
  · -- the velocity has no block inside the level
    have h0 : P t * P' t * P t = 0 := by
      have e : P t * P' t * P t
          = P t * (P' t * P t + P t * P' t) - P t * P t * P' t := by
        simp only [mul_add, mul_assoc]
        abel
      rw [e, hs, hP.idem, sub_self]
    rw [counterdiabatic, Matrix.smul_mul, Matrix.mul_smul, ← smul_sub]
    congr 1
    calc (P' t * P t - P t * P' t) * P t - P t * (P' t * P t - P t * P' t)
        = P' t * (P t * P t) + P t * P t * P' t - P t * P' t * P t - P t * P' t * P t := by
          simp only [sub_mul, mul_sub, mul_assoc]
          abel
      _ = P' t := by rw [hP.idem, h0, sub_zero, sub_zero, hs]
```

Q: Now the dynamics. Do you prove that the Schrödinger equation has a solution?

A: No, a solution is assumed. `IsPropagator K U` says that $U(0)=1$ and $U'=-iKU$ for all real $t$, where $K(t)$ is the total Hamiltonian. This is why differentiability of $P$ is enough and $H$ need not be continuous. For continuous $H$ and $P'$, the usual theory of linear differential equations supplies $U$.

```lean
variable [DecidableEq n]

/-- `U` solves the Schrödinger equation `U' = -i K U` with `U(0) = 1`. -/
structure IsPropagator (K U : ℝ → Matrix n n ℂ) : Prop where
  initial : U 0 = 1
  schrodinger : ∀ t, HasMatrixDerivAt U ((-I) • (K t * U t)) t
```

Q: How do you follow the level without solving for $U$?

A: In the Heisenberg picture. For Hermitian $K$, the adjoint equation is $(U^\dagger)'=iU^\dagger K$, so for any differentiable $A(t)$
$$\frac{d}{dt}(U^\dagger AU)=U^\dagger\bigl(A'+i[K,A]\bigr)U.$$
The proof of `heisenberg` establishes the adjoint equation as `hs`, applies the product rule twice and collects terms.

```lean
/-- Heisenberg equation: if `U` is the propagator of `K`, and at time `t` the matrix `K` is
Hermitian and `A` has the derivative `A'`, then `Uᴴ A U` has the derivative `Uᴴ (A' + i[K, A]) U`
there. -/
theorem heisenberg {K U A : ℝ → Matrix n n ℂ} {A' : Matrix n n ℂ} {t : ℝ}
    (hK : (K t)ᴴ = K t) (hU : IsPropagator K U) (hA : HasMatrixDerivAt A A' t) :
    HasMatrixDerivAt (fun s => (U s)ᴴ * A s * U s)
      ((U t)ᴴ * (A' + I • (K t * A t - A t * K t)) * U t) t := by
  have hs : HasMatrixDerivAt (fun s => (U s)ᴴ) (I • ((U t)ᴴ * K t)) t := by
    have e : I • ((U t)ᴴ * K t) = ((-I) • (K t * U t))ᴴ := by
      rw [conjTranspose_smul, conjTranspose_mul, hK, star_neg,
        show star I = -I from Complex.conj_I, neg_neg]
    rw [e]
    exact fun i j => (hU.schrodinger t j i).star
  convert (hs.mul hA).mul (hU.schrodinger t) using 1
  simp only [Matrix.smul_mul, Matrix.mul_smul, mul_add, add_mul, mul_sub, sub_mul,
    smul_sub, neg_smul, mul_neg, mul_assoc]
  abel
```

With $A=1$ the right side vanishes. Hence $U^\dagger U$ keeps its initial value $1$, and the square matrix $U$ is unitary.

```lean
/-- A Hermitian Hamiltonian generates a unitary evolution. -/
theorem propagator_unitary {K U : ℝ → Matrix n n ℂ} (hK : ∀ t, (K t)ᴴ = K t)
    (hU : IsPropagator K U) (t : ℝ) : U t ∈ Matrix.unitaryGroup n ℂ := by
  have h : ∀ s, HasMatrixDerivAt (fun s => (U s)ᴴ * U s) 0 s := by
    intro s
    have h1 := heisenberg (A := fun _ => 1) (A' := 0) (hK s) hU
      (fun i j => hasDerivAt_const s _)
    simpa using h1
  have h2 : (U t)ᴴ * U t = (U 0)ᴴ * U 0 := eq_initial h t
  rw [Matrix.mem_unitaryGroup_iff', Matrix.star_eq_conjTranspose, h2, hU.initial,
    conjTranspose_one, one_mul]
```

Q: Couldn't some other correction work as well?

A: Yes, and the next theorem says which. Put $A=P$ and use $P'=-i[C,P]$:
$$\frac{d}{dt}(U^\dagger PU)=i\,U^\dagger[K-C,P]\,U.$$
If $K-C$ commutes with $P$ at all times, $U^\dagger PU$ stays at $P(0)$, and multiplying by $U$ from the left gives $PU=UP(0)$. Conversely, if $PU=UP(0)$ at all times, then $U^\dagger PU=P(0)$ is constant, its derivative is zero, and cancelling the unitaries leaves $[K-C,P]=0$.

In the proof, `hD` is the displayed derivative and `inj` cancels the unitaries. Setting $K=H$ with $[H,P]=0$, one reads off that the uncorrected $H$ follows the level only if $P'=0$.

```lean
/-- A Hermitian Hamiltonian `K` carries the level `P(0)` onto `P(t)` at all times if and only if
`K - i[P', P]` commutes with `P` at all times. -/
theorem transitionless_iff {P P' K U : ℝ → Matrix n n ℂ} (hP : IsProjectionPath P P')
    (hK : ∀ t, (K t)ᴴ = K t) (hU : IsPropagator K U) :
    (∀ t, P t * U t = U t * P 0) ↔
      ∀ t, Commute (K t - counterdiabatic (P t) (P' t)) (P t) := by
  have hl : ∀ t, (U t)ᴴ * U t = 1 := fun t =>
    Matrix.mem_unitaryGroup_iff'.mp (propagator_unitary hK hU t)
  have hr : ∀ t, U t * (U t)ᴴ = 1 := fun t => mul_eq_one_comm.mp (hl t)
  have inj : ∀ t (D : Matrix n n ℂ), (U t)ᴴ * D * U t = 0 → D = 0 := fun t D h => by
    calc D = U t * (U t)ᴴ * D * (U t * (U t)ᴴ) := by rw [hr, one_mul, mul_one]
      _ = U t * ((U t)ᴴ * D * U t) * (U t)ᴴ := by simp only [mul_assoc]
      _ = 0 := by rw [h, mul_zero, zero_mul]
  -- in the Heisenberg picture only `K - i[P', P]` moves the projection
  have hD : ∀ t, HasMatrixDerivAt (fun s => (U s)ᴴ * P s * U s)
      ((U t)ᴴ * (I • ((K t - counterdiabatic (P t) (P' t)) * P t
        - P t * (K t - counterdiabatic (P t) (P' t)))) * U t) t := by
    intro t
    have h : (K t - counterdiabatic (P t) (P' t)) * P t
        - P t * (K t - counterdiabatic (P t) (P' t))
        = (K t * P t - P t * K t) - I • P' t := by
      rw [← (counterdiabatic_spec hP t).2]
      noncomm_ring
    rw [h, smul_sub I _ (I • P' t), smul_smul, Complex.I_mul_I, neg_smul, one_smul,
      sub_neg_eq_add, add_comm]
    exact heisenberg (hK t) hU (hP.deriv t)
  constructor
  · intro h t
    have h1 := hD t
    have h2 : (fun s => (U s)ᴴ * P s * U s) = fun _ => P 0 := by
      funext s
      rw [mul_assoc, h s, ← mul_assoc, hl s, one_mul]
    rw [h2] at h1
    refine sub_eq_zero.mp ((smul_eq_zero.mp (inj t _ ?_)).resolve_left Complex.I_ne_zero)
    ext i j
    exact (h1 i j).unique (hasDerivAt_const t (P 0 i j))
  · intro h t
    have h1 : ∀ s, HasMatrixDerivAt (fun s => (U s)ᴴ * P s * U s) 0 s := by
      intro s
      have h2 := hD s
      rw [(h s).eq, sub_self, smul_zero, mul_zero, zero_mul] at h2
      exact h2
    have h3 : (U t)ᴴ * P t * U t = (U 0)ᴴ * P 0 * U 0 := eq_initial h1 t
    rw [hU.initial, conjTranspose_one, one_mul, mul_one] at h3
    rw [← h3, ← mul_assoc, ← mul_assoc, hr, one_mul]
```

Q: Then the claim itself is the case $K=H+C$?

A: Yes. Here $K-C=H$, which commutes with $P$ by hypothesis, and $-i(H+C)=-iH+[P',P]$ is the generator in the equation for $U$. The hypothesis `hHP` stands for the physical condition that $H(t)$ alone, frozen at time $t$, does not couple the level to the rest. $P(t)$ may project onto an eigenspace of $H(t)$ or onto a group of them.

```lean
/-- Transitionless driving: if the Hermitian `H` commutes with the moving projection `P`, the
evolution under `H + i[P', P]` is unitary and carries the level `P(0)` onto `P(t)`. -/
theorem transitionless_driving {P P' H U : ℝ → Matrix n n ℂ} (hP : IsProjectionPath P P')
    (hH : ∀ t, (H t)ᴴ = H t) (hHP : ∀ t, Commute (H t) (P t))
    (hU : IsPropagator (fun t => H t + counterdiabatic (P t) (P' t)) U) (t : ℝ) :
    U t ∈ Matrix.unitaryGroup n ℂ ∧ P t * U t = U t * P 0 := by
  have hK : ∀ s, (H s + counterdiabatic (P s) (P' s))ᴴ
      = H s + counterdiabatic (P s) (P' s) := fun s => by
    rw [conjTranspose_add, hH, (counterdiabatic_spec hP s).1]
  refine ⟨propagator_unitary hK hU t, (transitionless_iff hP hK hU).2 (fun s => ?_) t⟩
  simpa only [add_sub_cancel_right] using hHP s
```

Q: People usually expect transitionless driving to protect every eigenstate.

A: This correction protects one chosen subspace and its complement. Transitions among several levels inside either of them remain possible.

Q: And what does this say about a real device or a band structure?

A: For a non-interacting band model with finitely many orbitals per unit cell, $P$ can project onto the occupied bands at a fixed crystal momentum while a parameter is swept. If the Hamiltonian varies smoothly and a gap to the empty bands stays open at that momentum, $P$ is differentiable, and with $C$ added the result gives exact transport of that subspace at any finite speed. The step left to the physicist is to justify that the real system is a closed $n$-state system with Hamiltonian $H+C$.

Q: Show me numbers.

A: Take the normalised state $(\cos t,\sin t)$ and $H=\omega P$ with $\omega=2$. At $t=\pi/4$,
$$P=\tfrac12\begin{pmatrix}1&1\\1&1\end{pmatrix},\quad P'=\begin{pmatrix}-1&0\\0&1\end{pmatrix},\quad C=\begin{pmatrix}0&-i\\i&0\end{pmatrix}.$$
The propagator is
$$U=\tfrac1{\sqrt2}\begin{pmatrix}-i&-1\\-i&1\end{pmatrix}.$$
$P$ keeps the first column of $U$ and annihilates the second, so $PU$ is $U$ with its second column replaced by zero. Since $P(0)=\mathrm{diag}(1,0)$, $UP(0)$ is the same matrix. For comparison, under $H=2P$ without the correction, the initial state $(1,0)$ is found in the target level at this time with probability $1-\tfrac12\sin^2(\sqrt2\,\pi/4)\approx0.60$.

The code treats all $t$ and every real $\omega$: `rotP`, `rotV` and `rotU` are $P$, $P'$ and $U$, and the theorem verifies each hypothesis for them. Its helper `drop` uses $\cos^2t+\sin^2t=1$ to turn the matrix identities into polynomial ones. `hC` shows that $[P',P]$ is the constant rotation generator, `hPU` is the column comparison just made, and the last lines differentiate the entries of $U$.

```lean
/-- The projection onto the real two-level state `(cos t, sin t)`. -/
def rotP (t : ℝ) : Matrix (Fin 2) (Fin 2) ℂ :=
  !![cos t * cos t, cos t * sin t; cos t * sin t, sin t * sin t]

/-- The velocity matrix of the rotating two-level projection. -/
def rotV (t : ℝ) : Matrix (Fin 2) (Fin 2) ℂ :=
  !![-2 * (cos t * sin t), cos t * cos t - sin t * sin t;
     cos t * cos t - sin t * sin t, 2 * (cos t * sin t)]

/-- A rotation by the angle `t` after a phase `exp(-iωt)` on the first basis state. -/
def rotU (ω t : ℝ) : Matrix (Fin 2) (Fin 2) ℂ :=
  !![cos t * exp (-(I * ω) * t), -sin t; sin t * exp (-(I * ω) * t), cos t]

/-- The rotating two-level projection with `H = ωP` and the propagator `rotU` meets all
hypotheses of transitionless driving, for every real `ω`. -/
theorem transitionless_driving_witness (ω : ℝ) :
    IsProjectionPath rotP rotV ∧ (∀ t, ((ω : ℂ) • rotP t)ᴴ = (ω : ℂ) • rotP t) ∧
    (∀ t, Commute ((ω : ℂ) • rotP t) (rotP t)) ∧
    IsPropagator (fun t => (ω : ℂ) • rotP t + counterdiabatic (rotP t) (rotV t)) (rotU ω) := by
  have hc (t : ℝ) : HasDerivAt (fun s : ℝ => cos s) (-sin t) t :=
    (Complex.hasDerivAt_cos t).comp_ofReal
  have hs (t : ℝ) : HasDerivAt (fun s : ℝ => sin s) (cos t) t :=
    (Complex.hasDerivAt_sin t).comp_ofReal
  -- a factor `cos² + sin²` may be dropped
  have drop (t : ℝ) {A B : Matrix (Fin 2) (Fin 2) ℂ}
      (h : A = (cos t * cos t + sin t * sin t) • B) : A = B := by
    have one : cos t * cos t + sin t * sin t = 1 := by
      linear_combination Complex.sin_sq_add_cos_sq (t : ℂ)
    rw [h, one, one_smul]
  have hh (t : ℝ) : (rotP t)ᴴ = rotP t := by
    have h1 : (starRingEnd ℂ) (cos t) = cos t := by
      rw [← Complex.ofReal_cos, Complex.conj_ofReal]
    have h2 : (starRingEnd ℂ) (sin t) = sin t := by
      rw [← Complex.ofReal_sin, Complex.conj_ofReal]
    ext i j
    fin_cases i <;> fin_cases j <;> simp [rotP, h1, h2]
  refine ⟨⟨hh, fun t => drop t ?_, fun t i j => ?_⟩, fun t => ?_,
    fun t => (Commute.refl (rotP t)).smul_left (ω : ℂ), ?_, fun t => ?_⟩
  · ext i j
    fin_cases i <;> fin_cases j <;>
      simp [rotP, Matrix.mul_apply, Fin.sum_univ_succ] <;> ring
  · fin_cases i <;> fin_cases j
    · exact ((hc t).fun_mul (hc t)).congr_deriv (by simp [rotV] <;> ring)
    · exact ((hc t).fun_mul (hs t)).congr_deriv (by simp [rotV] <;> ring)
    · exact ((hc t).fun_mul (hs t)).congr_deriv (by simp [rotV] <;> ring)
    · exact ((hs t).fun_mul (hs t)).congr_deriv (by simp [rotV] <;> ring)
  · rw [conjTranspose_smul, hh, show star (ω : ℂ) = ω from Complex.conj_ofReal ω]
  · ext i j
    fin_cases i <;> fin_cases j <;> simp [rotU]
  · -- the counterdiabatic term generates the rotation, `H` generates the phase
    have hC : rotV t * rotP t - rotP t * rotV t = !![0, -1; 1, 0] := by
      refine drop t (drop t ?_)
      ext i j
      fin_cases i <;> fin_cases j <;> simp [rotP, rotV] <;> ring
    have hPU : rotP t * rotU ω t = rotU ω t * !![1, 0; 0, 0] := by
      refine drop t ?_
      ext i j
      fin_cases i <;> fin_cases j <;>
        simp [rotP, rotU, Matrix.mul_apply, Fin.sum_univ_succ] <;> ring
    have e : (-I) • (((ω : ℂ) • rotP t + counterdiabatic (rotP t) (rotV t)) * rotU ω t)
        = (-I) • ((ω : ℂ) • (rotU ω t * !![1, 0; 0, 0])) + !![0, -1; 1, 0] * rotU ω t := by
      rw [add_mul, smul_add, ← Matrix.smul_mul (-I) (counterdiabatic _ _), counterdiabatic,
        smul_smul, neg_mul, Complex.I_mul_I, neg_neg, one_smul, hC, Matrix.smul_mul, hPU]
    have he : HasDerivAt (fun s : ℝ => exp (-(I * ω) * s))
        (exp (-(I * ω) * t) * (-(I * ω) * 1)) t :=
      ((hasDerivAt_id' (t : ℂ)).const_mul (-(I * ω))).cexp.comp_ofReal
    intro i j
    refine HasDerivAt.congr_deriv ?_ (congrFun (congrFun e.symm i) j)
    fin_cases i <;> fin_cases j
    · exact ((hc t).fun_mul he).congr_deriv (by simp [rotU] <;> ring)
    · exact (hs t).fun_neg.congr_deriv (by simp [rotU])
    · exact ((hs t).fun_mul he).congr_deriv
        (by simp [rotU, Matrix.mul_apply, Fin.sum_univ_succ] <;> ring)
    · exact (hc t).congr_deriv
        (by simp [rotU, Matrix.mul_apply, Fin.sum_univ_succ])

end

end TransitionlessDriving
```

```lean
#print axioms TransitionlessDriving.transitionless_driving
-- 'TransitionlessDriving.transitionless_driving' depends on axioms: [propext, Classical.choice, Quot.sound]
```
